# Crossed-field pair creation: the integrated Airy decay factor has leading exponent −8/(3χ) as χ → 0+

## Does integrating over the energy split change the 8/3?

To decide which photons in a strong-field simulation are worth passing to the pair-creation routine, I estimate the suppression at small χ by exp(−8/(3χ)), where χ is the photon's quantum parameter. My spectrum, however, has a different exponential for each energy split. If one particle of the pair takes the fraction x of the photon energy, the factor is exp(−2/(3χx(1−x))), and this equals exp(−8/(3χ)) only at x = 1/2. Once I integrate over all x, does the exponent stay at 8/3, or do all the other splits shift it? And at a finite χ, is exp(−8/(3χ)) too large or too small for the integral?

## Equal sharing fixes the exponent, and the other splits supply a factor √χ

The exponent stays at 8/3, and exp(−8/(3χ)) is never too small for the integral of your exponential factor. At small χ it is too large by a factor of order 1/√χ.

The physical process is the decay of a photon into an electron and a positron in a constant crossed field, with perpendicular electric and magnetic fields and E = cB. The spectrum in x contains Airy functions of the argument

z = (1/(χx(1−x)))^(2/3),

and for large z these decay as exp(−(2/3) z^(3/2)), up to powers of z. Since z^(3/2) = 1/(χx(1−x)), the decay factor and its integral are

D(χ,x) = exp(−2/(3χx(1−x))),

J(χ) = ∫₀¹ D(χ,x) dx.

In this field χ = (ħω/(mc²)) (E/E_cr) (1 − cos θ), where ħω is the photon energy, m the electron mass, E_cr = m²c³/(eħ) the critical field with e the elementary charge, and θ the angle between the photon's direction and that of E × B. Strictly, x is the particle's own quantum parameter divided by χ. For a photon of energy far above mc² that meets the field head-on (θ = π), this is close to the energy fraction at creation. This is the normalisation that belongs to the argument z above, and χ is often written χ_γ or κ. With a parameter defined to be half as large, the same exponent reads −4/(3χ).

**From above.** Put p = x(1−x), so that (x−1/2)² = 1/4 − p. Compare the exponent of D with that of a Gaussian centred at equal sharing:

−8/(3χ) − (32/(3χ))(1/4 − p) + 2/(3χp)
= (32p² − 16p + 2)/(3χp)
= 2(4p − 1)²/(3χp) ≥ 0.

Therefore, for every x between 0 and 1,

D(χ,x) ≤ exp(−8/(3χ)) · exp(−(32/(3χ))(x−1/2)²).

The Gaussian is at most 1 and the interval has length 1, which gives

J(χ) ≤ exp(−8/(3χ)).

Integrating the Gaussian over the whole line instead gives

J(χ) ≤ √(3πχ/32) · exp(−8/(3χ)).

Both bounds hold for all χ > 0. The second is the sharper one when χ < 32/(3π), which is about 3.4.

**From below.** Let 0 < χ ≤ 1 and keep only the window |x−1/2| < √χ/4, which lies inside (0,1). There p ≥ (4−χ)/16, and

−2/(3χp) + 8/(3χ) + 8/9 = ((24 + 8χ)p − 6)/(9χp).

The numerator is at least

(24 + 8χ)(4 − χ)/16 − 6 = χ(1 − χ)/2 ≥ 0.

So D ≥ exp(−8/(3χ) − 8/9) throughout the window. Multiplying by its width √χ/2 gives

J(χ) ≥ (√χ/2) · exp(−8/(3χ) − 8/9).

**The limit.** Take logarithms of this bound and of the first upper bound, and multiply by χ:

−8/3 + (χ ln χ)/2 − χ ln 2 − 8χ/9 ≤ χ ln J(χ) ≤ −8/3.

As χ → 0+, χ ln χ → 0 and the other corrections vanish as well, so χ ln J(χ) → −8/3.

**Numbers at χ = 1/4.** Here exp(−8/(3χ)) = exp(−32/3), about 2.33 × 10⁻⁵. The lower bound multiplies it by (1/4)exp(−8/9) ≈ 0.103 and the Gaussian bound by √(3π/128) ≈ 0.271. Thus J lies between about 2.4 × 10⁻⁶ and 6.3 × 10⁻⁶, and χ ln J lies between −3.24 and −2.99. That is still well away from −2.67: the limit gives the leading exponent, and the factor √χ matters at such values.

## What the Lean statements say about D and J

`decayFactor χ x` is D(χ,x), a real function of two real numbers, and `pairIntegral χ` is J(χ), the Lebesgue integral over the open interval `Ioo (0 : ℝ) 1`. Despite its name, `pairIntegral` is neither a rate nor a number of pairs. The parameters are dimensionless, and `Real.log` is the natural logarithm.

`airy_exponential_eq_decayFactor` identifies D with exp(−(2/3) z^(3/2)) at the argument z above, for χ > 0 and 0 < x < 1. It is an identity between exponentials and involves no Airy function.

The bound J ≤ exp(−8/(3χ)) is `pairIntegral_le_exp`, and the version with the Gaussian prefactor is `pairIntegral_le_gaussian`. Both assume only χ > 0. The lower bound, `le_pairIntegral`, also assumes χ ≤ 1. In `tendsto_mul_log_pairIntegral`, the filter `𝓝[>] 0` means that χ approaches zero through positive values, and `𝓝 (-8 / 3)` states the limit.

The step left to physics is the passage from J to the pair-creation rate, where the full Airy functions and their algebraic prefactors replace the bare exponential. For your simulation, the result therefore supplies the exponential part of the small-χ suppression in a constant crossed field. A cut-off on the rate itself needs the prefactors too.

```lean
import Mathlib

open MeasureTheory Filter Topology Set

namespace CrossedFieldPairCreation

noncomputable section

/-- Decay factor for pair creation by a photon of quantum parameter `χ` in a crossed field,
with energy fraction `x` given to one particle; the domain is `χ > 0`, `0 < x < 1`. -/
def decayFactor (χ x : ℝ) : ℝ := Real.exp (-2 / (3 * χ * (x * (1 - x))))

/-- The decay factor integrated over all energy fractions between 0 and 1, for `χ > 0`. -/
def pairIntegral (χ : ℝ) : ℝ := ∫ x in Ioo (0 : ℝ) 1, decayFactor χ x

/-- For `χ > 0` and `0 < x < 1` the decay factor is the Airy exponential
`exp (-(2/3) z^(3/2))` at the argument `z = (1 / (χ x (1 - x)))^(2/3)`. -/
theorem airy_exponential_eq_decayFactor {χ x : ℝ} (hχ : 0 < χ) (hx : x ∈ Ioo (0 : ℝ) 1) :
    Real.exp (-(2 / 3) * ((1 / (χ * (x * (1 - x)))) ^ (2 / 3 : ℝ)) ^ (3 / 2 : ℝ))
      = decayFactor χ x := by
  have hp : 0 < x * (1 - x) := mul_pos hx.1 (sub_pos.mpr hx.2)
  have hy : 0 < 1 / (χ * (x * (1 - x))) := one_div_pos.mpr (mul_pos hχ hp)
  have he : (2 / 3 : ℝ) * (3 / 2) = 1 := by norm_num
  rw [← Real.rpow_mul hy.le, he, Real.rpow_one, decayFactor]
  congr 1
  generalize x * (1 - x) = p at hp
  field_simp

/-- For `χ > 0` and `0 < x < 1` the decay factor is at most `exp (-8/(3χ))` times a Gaussian centred
at equal energy sharing, `x = 1/2`. -/
theorem decayFactor_le_gaussian {χ x : ℝ} (hχ : 0 < χ) (hx : x ∈ Ioo (0 : ℝ) 1) :
    decayFactor χ x ≤
      Real.exp (-8 / (3 * χ)) * Real.exp (-(32 / (3 * χ)) * (x - 1 / 2) ^ 2) := by
  have hp : 0 < x * (1 - x) := mul_pos hx.1 (sub_pos.mpr hx.2)
  rw [decayFactor, ← Real.exp_add]
  apply Real.exp_le_exp.mpr
  have hsq : (x - 1 / 2) ^ 2 = 1 / 4 - x * (1 - x) := by ring
  rw [hsq]
  generalize x * (1 - x) = p at hp
  -- the gap between the two exponents is a square times a positive factor
  have key : -8 / (3 * χ) + -(32 / (3 * χ)) * (1 / 4 - p) - -2 / (3 * χ * p)
      = 2 * (4 * p - 1) ^ 2 / (3 * χ * p) := by
    field_simp
    ring
  have hnn : 0 ≤ 2 * (4 * p - 1) ^ 2 / (3 * χ * p) := by positivity
  linarith

/-- For `χ > 0` the Gaussian envelope of the decay factor is integrable over the real line. -/
theorem integrable_envelope {χ : ℝ} (hχ : 0 < χ) :
    Integrable (fun x : ℝ =>
      Real.exp (-8 / (3 * χ)) * Real.exp (-(32 / (3 * χ)) * (x - 1 / 2) ^ 2)) := by
  have hb : 0 < 32 / (3 * χ) := by positivity
  exact ((integrable_exp_neg_mul_sq hb).comp_sub_right (1 / 2)).const_mul _

/-- For `χ > 0` the decay factor is integrable over the energy fractions in `(0,1)`. -/
theorem integrableOn_decayFactor {χ : ℝ} (hχ : 0 < χ) :
    IntegrableOn (decayFactor χ) (Ioo 0 1) := by
  have hm : Measurable (decayFactor χ) := by
    unfold decayFactor
    fun_prop
  refine Integrable.mono' (integrable_envelope hχ).integrableOn hm.aestronglyMeasurable ?_
  refine ae_restrict_of_forall_mem measurableSet_Ioo (fun x hx => ?_)
  have hnn : 0 ≤ decayFactor χ x := (Real.exp_pos _).le
  rw [Real.norm_of_nonneg hnn]
  exact decayFactor_le_gaussian hχ hx

/-- For every `χ > 0` the integrated decay factor is at most `exp (-8/(3χ))`. -/
theorem pairIntegral_le_exp {χ : ℝ} (hχ : 0 < χ) :
    pairIntegral χ ≤ Real.exp (-8 / (3 * χ)) := by
  have h : pairIntegral χ ≤ ∫ _x in Ioo (0 : ℝ) 1, Real.exp (-8 / (3 * χ)) := by
    refine setIntegral_mono_on (integrableOn_decayFactor hχ) (integrable_const _)
      measurableSet_Ioo (fun x hx => (decayFactor_le_gaussian hχ hx).trans ?_)
    refine mul_le_of_le_one_right (Real.exp_pos _).le (Real.exp_le_one_iff.mpr ?_)
    have : 0 ≤ 32 / (3 * χ) * (x - 1 / 2) ^ 2 := by positivity
    linarith
  simpa using h

/-- For every `χ > 0` the integrated decay factor is at most
`√(3πχ/32) exp (-8/(3χ))`. -/
theorem pairIntegral_le_gaussian {χ : ℝ} (hχ : 0 < χ) :
    pairIntegral χ ≤ √(3 * Real.pi * χ / 32) * Real.exp (-8 / (3 * χ)) := by
  have h1 := setIntegral_mono_on (integrableOn_decayFactor hχ)
    (integrable_envelope hχ).integrableOn measurableSet_Ioo
    (fun x hx => decayFactor_le_gaussian hχ hx)
  -- extend the Gaussian to the whole line
  have h2 := setIntegral_le_integral (s := Ioo (0 : ℝ) 1) (integrable_envelope hχ)
    (Eventually.of_forall fun x => by positivity)
  have h3 := integral_sub_right_eq_self (μ := volume)
    (fun x : ℝ => Real.exp (-(32 / (3 * χ)) * x ^ 2)) (1 / 2)
  have h4 : Real.pi / (32 / (3 * χ)) = 3 * Real.pi * χ / 32 := by
    field_simp
  have h5 : ∫ x : ℝ, Real.exp (-8 / (3 * χ)) * Real.exp (-(32 / (3 * χ)) * (x - 1 / 2) ^ 2)
      = √(3 * Real.pi * χ / 32) * Real.exp (-8 / (3 * χ)) := by
    rw [integral_const_mul, h3, integral_gaussian, h4]
    exact mul_comm _ _
  exact (h1.trans h2).trans_eq h5

/-- For `0 < χ ≤ 1` the integrated decay factor is at least
`(√χ/2) exp (-8/(3χ) - 8/9)`. -/
theorem le_pairIntegral {χ : ℝ} (hχ : 0 < χ) (h1 : χ ≤ 1) :
    √χ / 2 * Real.exp (-8 / (3 * χ) - 8 / 9) ≤ pairIntegral χ := by
  have hs : √χ ^ 2 = χ := Real.sq_sqrt hχ.le
  have hs0 : 0 < √χ := Real.sqrt_pos.mpr hχ
  have hs1 : √χ ≤ 1 := Real.sqrt_le_one.mpr h1
  -- keep only a window of half-width √χ/4 around equal sharing
  have hsub : Ioo (1 / 2 - √χ / 4) (1 / 2 + √χ / 4) ⊆ Ioo (0 : ℝ) 1 :=
    fun x hx => ⟨by linarith [hx.1], by linarith [hx.2]⟩
  have hlow : ∀ x ∈ Ioo (1 / 2 - √χ / 4) (1 / 2 + √χ / 4),
      Real.exp (-8 / (3 * χ) - 8 / 9) ≤ decayFactor χ x := by
    intro x hx
    have hq : (4 - χ) / 16 ≤ x * (1 - x) := by
      nlinarith [mul_pos (sub_pos.mpr hx.1) (sub_pos.mpr hx.2)]
    apply Real.exp_le_exp.mpr
    generalize x * (1 - x) = p at hq
    have hp : 0 < p := by linarith
    have key : -2 / (3 * χ * p) - (-8 / (3 * χ) - 8 / 9)
        = ((24 + 8 * χ) * p - 6) / (9 * χ * p) := by
      field_simp
      ring
    have hn : 0 ≤ (24 + 8 * χ) * p - 6 := by
      nlinarith [mul_le_mul_of_nonneg_left hq (by positivity : 0 ≤ 24 + 8 * χ),
        mul_nonneg hχ.le (sub_nonneg.mpr h1)]
    have := div_nonneg hn (by positivity : 0 ≤ 9 * χ * p)
    linarith
  have hA := setIntegral_mono_on (μ := volume) (integrable_const _)
    ((integrableOn_decayFactor hχ).mono_set hsub) measurableSet_Ioo hlow
  have hB := setIntegral_mono_set (integrableOn_decayFactor hχ)
    (Eventually.of_forall fun x => (Real.exp_pos _).le) hsub.eventuallyLE
  have hw : 1 / 2 + √χ / 4 - (1 / 2 - √χ / 4) = √χ / 2 := by ring
  rw [setIntegral_const, measureReal_def, Real.volume_Ioo, hw,
    ENNReal.toReal_ofReal (by positivity), smul_eq_mul] at hA
  exact hA.trans hB

/-- Crossed-field pair creation exponent: `χ ln J(χ)` tends to `-8/3` as `χ` tends to zero
from above, where `J` is the integrated decay factor. -/
theorem tendsto_mul_log_pairIntegral :
    Tendsto (fun χ : ℝ => χ * Real.log (pairIntegral χ)) (𝓝[>] 0) (𝓝 (-8 / 3)) := by
  have h2 : Continuous (fun χ : ℝ => χ * Real.log 2 + 8 / 3 + 8 / 9 * χ) := by fun_prop
  have hc : Continuous (fun χ : ℝ =>
      χ * Real.log χ / 2 - (χ * Real.log 2 + 8 / 3 + 8 / 9 * χ)) :=
    (Real.continuous_mul_log.div_const 2).sub h2
  have hl := (hc.tendsto' 0 (-8 / 3) (by norm_num)).mono_left
    (nhdsWithin_le_nhds (s := Ioi (0 : ℝ)))
  have hev : ∀ᶠ χ : ℝ in 𝓝[>] 0, χ ∈ Ioo (0 : ℝ) 1 := Ioo_mem_nhdsGT one_pos
  refine tendsto_of_tendsto_of_tendsto_of_le_of_le' hl tendsto_const_nhds ?_ ?_
  · -- lower bound from the window around equal sharing
    filter_upwards [hev] with χ hχ
    have h0 : 0 < χ := hχ.1
    have hs0 : 0 < √χ := Real.sqrt_pos.mpr h0
    have h := Real.log_le_log (by positivity) (le_pairIntegral h0 hχ.2.le)
    rw [Real.log_mul (by positivity) (Real.exp_pos _).ne', Real.log_exp,
      Real.log_div hs0.ne' two_ne_zero, Real.log_sqrt h0.le] at h
    have h' := mul_le_mul_of_nonneg_left h h0.le
    have e : χ * (-8 / (3 * χ)) = -8 / 3 := by field_simp
    linarith
  · -- upper bound from the maximum of the decay factor
    filter_upwards [hev] with χ hχ
    have h0 : 0 < χ := hχ.1
    have hs0 : 0 < √χ := Real.sqrt_pos.mpr h0
    have hJ : 0 < pairIntegral χ :=
      lt_of_lt_of_le (by positivity) (le_pairIntegral h0 hχ.2.le)
    have h := Real.log_le_log hJ (pairIntegral_le_exp h0)
    rw [Real.log_exp] at h
    have h' := mul_le_mul_of_nonneg_left h h0.le
    have e : χ * (-8 / (3 * χ)) = -8 / 3 := by field_simp
    linarith

end

end CrossedFieldPairCreation
```

```lean
#print axioms CrossedFieldPairCreation.airy_exponential_eq_decayFactor
#print axioms CrossedFieldPairCreation.pairIntegral_le_gaussian
#print axioms CrossedFieldPairCreation.tendsto_mul_log_pairIntegral
```

```
'CrossedFieldPairCreation.airy_exponential_eq_decayFactor' depends on axioms: [propext, Classical.choice, Quot.sound]
'CrossedFieldPairCreation.pairIntegral_le_gaussian' depends on axioms: [propext, Classical.choice, Quot.sound]
'CrossedFieldPairCreation.tendsto_mul_log_pairIntegral' depends on axioms: [propext, Classical.choice, Quot.sound]
```

## How the bounds are assembled in Lean

`airy_exponential_eq_decayFactor` uses `Real.rpow_mul` to combine the powers 2/3 and 3/2 into 1. What remains is an identity between fractions, settled by `field_simp`.

`decayFactor_le_gaussian` contains the perfect square. The product of exponentials is merged into one, and monotonicity of the exponential reduces the claim to an inequality between exponents. After `generalize` has replaced x(1−x) by p, `field_simp` and `ring` verify the formula for the gap, and `positivity` shows that the gap is nonnegative.

`integrable_envelope` obtains integrability of the shifted Gaussian from that of the centred one. `integrableOn_decayFactor` then follows by domination: D is measurable, nonnegative and nowhere above the envelope on (0,1).

The two upper bounds on J integrate this pointwise inequality. `pairIntegral_le_exp` first bounds the Gaussian by 1 and then integrates a constant over an interval of unit length. `pairIntegral_le_gaussian` keeps the Gaussian and enlarges the domain to the real line with `setIntegral_le_integral`. It then shifts the centre to zero and evaluates the result with `integral_gaussian`.

In `le_pairIntegral`, `hsub` places the window inside (0,1), and `hlow` is the pointwise lower bound. The first `nlinarith` call gets p ≥ (4−χ)/16 from the positive product of the distances from x to the two ends of the window. The second proves the numerator inequality, using χ(1−χ) ≥ 0. Finally, `hA` compares the constant with D on the window, and `hB` says that enlarging the window to (0,1) cannot reduce the integral of a nonnegative function.

`tendsto_mul_log_pairIntegral` is the squeeze. `Real.continuous_mul_log` handles χ ln χ at zero, so the lower expression tends to −8/3, while the upper one is constant. The bounds are needed only near zero, so `hev` restricts attention to 0 < χ < 1, where the lower bound is available. That bound also gives J > 0, which the comparison of logarithms on the upper side requires.

## The same exponent with a weight in the spectrum

The argument extends to a measurable weight g(x) that satisfies 0 ≤ g ≤ M on (0,1) and g ≥ m > 0 on some interval around x = 1/2, with M and m independent of χ. The upper bound on the weighted integral is then M exp(−8/(3χ)). Once χ is small enough for the window to fit inside that interval, the lower bound is m times the one found above. The terms χ ln M and χ ln m vanish in the limit, so the weighted integral has the same leading exponent. The algebraic prefactors of the actual pair-creation spectrum depend on χ, so they are not weights of this kind as they stand. This extension is an informal argument and is not part of the Lean code.
